# The Number of Independent Constants in a Tensor Invariant under a Finite Group

Take a crystal whose only point symmetry is a threefold axis along $z$, and fit its Seebeck tensor $S$ to measurements. Symmetry removes the four components that mix $z$ with $x$ or $y$, and five remain. If all five are fitted as free parameters, the result will in general violate the threefold symmetry, because two relations hold among them. If $S_{xy}$ is discarded as well, an effect that the symmetry allows is lost. When the group mixes components with each other, counting those that don't vanish can overstate the number of parameters.

The physical input is Neumann's principle: a macroscopic property tensor is unchanged by every operation of the crystal's point group. For a finite group, the number of independent constants then follows from the traces of the representation matrices alone.

## The character average, derived by hand

Let $G$ be a finite group with $|G|$ elements, and let $D$ assign to each $g\in G$ a complex square matrix with $D(gh)=D(g)D(h)$ and $D(1)=1$. Its character is $\chi(g)=\operatorname{tr}D(g)$. A tensor of rank $k$ is an array $T_i$ labelled by strings $i=(i_0,\dots,i_{k-1})$. A matrix $A$ transforms it with one factor per index:

$$(A^{\otimes k}T)_i=\sum_j\Big(\prod_{a=0}^{k-1}A_{i_a j_a}\Big)T_j .$$

The invariant tensors, those with $D(g)^{\otimes k}T=T$ for all $g$, form a vector space $V_k$. Its dimension is the number of independent constants, and the claim is

$$\dim V_k=\frac1{|G|}\sum_{g\in G}\chi(g)^k .$$

The first three steps rest on one piece of algebra: a product of sums, multiplied out, is a sum over all strings of choices.

**The action is the usual tensor law.** If $T_j=\prod_a v^{(a)}_{j_a}$ is a product of $k$ vectors, then

$$\sum_j\prod_a A_{i_aj_a}v^{(a)}_{j_a}=\prod_a\sum_m A_{i_am}v^{(a)}_m=\prod_a (Av^{(a)})_{i_a},$$

so each vector is transformed by $A$.

**The action respects products.** In the same way,

$$(AB)^{\otimes k}_{ij}=\prod_a\sum_m A_{i_am}B_{mj_a}=\sum_l\prod_a A_{i_al_a}\prod_a B_{l_aj_a}=(A^{\otimes k}B^{\otimes k})_{ij}.$$

**The trace is a power.** Setting $j=i$ and summing gives

$$\operatorname{tr}A^{\otimes k}=\sum_i\prod_a A_{i_ai_a}=\prod_a\sum_m A_{mm}=(\operatorname{tr}A)^k .$$

**The group average projects onto $V_k$.** Let $P=\frac1{|G|}\sum_g D(g)^{\otimes k}$. For any $h\in G$,

$$D(h)^{\otimes k}P=\frac1{|G|}\sum_g D(hg)^{\otimes k}=P,$$

since $hg$ runs over the group once as $g$ does. So $PT$ is invariant for every $T$. If $T$ is already invariant, each of the $|G|$ terms returns $T$, and $PT=T$. Thus $P$ maps every tensor into $V_k$ and leaves $V_k$ alone.

**The trace of $P$ is the dimension.** From $P^2=P$, every tensor splits as $T=PT+(T-PT)$, with the first part in $V_k$ and the second in the kernel of $P$. In a basis adapted to this splitting, $P$ is diagonal with $\dim V_k$ ones and otherwise zeros. Hence

$$\dim V_k=\operatorname{tr}P=\frac1{|G|}\sum_g\operatorname{tr}D(g)^{\otimes k}=\frac1{|G|}\sum_g\chi(g)^k .$$

For $k=0$ every term is $1$ and the dimension is $1$: a scalar is always invariant.

## Three constants for a threefold axis

A rotation by angle $\theta$ in three dimensions has trace $1+2\cos\theta$. The threefold group therefore has characters $3,0,0$, and for rank 2

$$\dim V_2=\frac{3^2+0^2+0^2}{3}=3 .$$

This agrees with the direct solution. Invariance requires $S$ to commute with the rotation, which leaves $S_{xx}=S_{yy}$, $S_{xy}=-S_{yx}$ and $S_{zz}$: five non-zero components in general, three constants.

## Tensors as arrays in Lean

```lean
import Mathlib

open Matrix Finset

namespace TensorConstants

noncomputable section

variable {G n : Type*} [Group G] [Fintype n]
```

Here `n` is not a number but the finite set of values that one index can take; for ordinary space it will be `Fin 3`, with values 0, 1, 2 for $x,y,z$. The group `G` is not yet assumed finite.

```lean
/-- The matrix by which `A` acts on the components of a rank-`k` tensor,
one factor of `A` for each index. -/
def tensorPower (A : Matrix n n ℂ) (k : ℕ) : Matrix (Fin k → n) (Fin k → n) ℂ :=
  Matrix.of fun i j => ∏ a, A (i a) (j a)
```

A string of indices is a function `Fin k → n`, and a tensor is a function from strings to `ℂ`. The matrix `tensorPower A k` is $A^{\otimes k}$, with rows and columns labelled by strings. All indices transform alike, as vector components do. In orthonormal axes, where point-group matrices are orthogonal, upper and lower indices need no distinction.

```lean
/-- On a product of `k` vectors, the tensor action transforms each vector by `A`. -/
theorem tensorPower_mulVec_product (A : Matrix n n ℂ) (k : ℕ) (v : Fin k → n → ℂ) :
    tensorPower A k *ᵥ (fun i => ∏ a, v a (i a)) = fun i => ∏ a, (A *ᵥ v a) (i a) := by
  funext i
  simp only [tensorPower, Matrix.mulVec, dotProduct, Matrix.of_apply]
  -- expand the product of sums into a sum over all index strings
  rw [Finset.prod_univ_sum, Fintype.piFinset_univ]
  exact Finset.sum_congr rfl fun x _ => Finset.prod_mul_distrib.symm
```

This is the tensor law on products of vectors, where `*ᵥ` applies a matrix to an array. It confirms that the definition means what it should. `Finset.prod_univ_sum` multiplies out the product of sums, and `Fintype.piFinset_univ` identifies the resulting choices with all index strings. The last line merges two products over $a$ into one.

```lean
/-- Transforming a tensor by `B` and then by `A` is transforming it by `A * B`. -/
theorem tensorPower_mul (A B : Matrix n n ℂ) (k : ℕ) :
    tensorPower (A * B) k = tensorPower A k * tensorPower B k := by
  ext i j
  simp only [tensorPower, Matrix.mul_apply, Matrix.of_apply]
  rw [Finset.prod_univ_sum, Fintype.piFinset_univ]
  exact Finset.sum_congr rfl fun x _ => Finset.prod_mul_distrib
```

The same expansion gives multiplicativity, with the final product split instead of merged.

```lean
/-- The trace of the action on rank-`k` tensors is the `k`-th power of the trace. -/
theorem trace_tensorPower (A : Matrix n n ℂ) (k : ℕ) :
    (tensorPower A k).trace = A.trace ^ k := by
  have h : ∏ _a : Fin k, ∑ m, A m m = ∑ i : Fin k → n, ∏ a, A (i a) (i a) := by
    rw [Finset.prod_univ_sum, Fintype.piFinset_univ]
  simp only [tensorPower, Matrix.trace, Matrix.diag_apply, Matrix.of_apply]
  rw [← h, Finset.prod_const, Finset.card_univ, Fintype.card_fin]
```

For the trace, the expansion is first stated as `h` and then used from right to left. What remains is a product of $k$ equal factors, which is the $k$-th power.

## Invariant tensors and their projection

```lean
variable [DecidableEq n]

/-- The space of rank-`k` tensors left unchanged by every element of the group. -/
def invariantTensors (D : G →* Matrix n n ℂ) (k : ℕ) : Submodule ℂ ((Fin k → n) → ℂ) where
  carrier := {T | ∀ g, tensorPower (D g) k *ᵥ T = T}
  zero_mem' := fun g => Matrix.mulVec_zero _
  add_mem' := fun {S T} hS hT g => by rw [Matrix.mulVec_add, hS g, hT g]
  smul_mem' := fun c T hT g => by rw [Matrix.mulVec_smul, hT g]
```

A representation is a homomorphism `G →* Matrix n n ℂ`, which contains both $D(gh)=D(g)D(h)$ and $D(1)=1$. Neither unitarity nor irreducibility is required. The space $V_k$ is a `Submodule`, so its definition includes the checks that zero, sums and multiples of invariant tensors are invariant.

```lean
/-- The average over a finite group of its action on rank-`k` tensors. -/
def tensorAverage [Fintype G] (D : G →* Matrix n n ℂ) (k : ℕ) :
    Matrix (Fin k → n) (Fin k → n) ℂ :=
  (1 / (Fintype.card G : ℂ)) • ∑ g, tensorPower (D g) k
```

This is the matrix $P$. Only now is `G` taken to be finite.

```lean
/-- The group average is a projection onto the space of invariant tensors. -/
theorem tensorAverage_isProj [Fintype G] (D : G →* Matrix n n ℂ) (k : ℕ) :
    LinearMap.IsProj (invariantTensors D k) (Matrix.toLin' (tensorAverage D k)) := by
  -- a further group element only relabels the terms of the average
  have absorb : ∀ h, tensorPower (D h) k * tensorAverage D k = tensorAverage D k := by
    intro h
    unfold tensorAverage
    rw [Matrix.mul_smul, Finset.mul_sum]
    congr 1
    simp_rw [← tensorPower_mul, ← map_mul]
    exact Fintype.sum_equiv (Equiv.mulLeft h) _ _ (fun _ => rfl)
  constructor
  · intro T
    change ∀ g, tensorPower (D g) k *ᵥ (Matrix.toLin' (tensorAverage D k) T)
      = Matrix.toLin' (tensorAverage D k) T
    intro g
    rw [Matrix.toLin'_apply, Matrix.mulVec_mulVec, absorb]
  · intro T hT
    -- every term of the average leaves an invariant tensor alone
    have fixed : ∀ g, Matrix.toLin' (tensorPower (D g) k) T = T := fun g => by
      rw [Matrix.toLin'_apply]
      exact hT g
    have hcard : (Fintype.card G : ℂ) ≠ 0 := Nat.cast_ne_zero.mpr Fintype.card_ne_zero
    rw [tensorAverage, map_smul, map_sum, LinearMap.smul_apply, LinearMap.sum_apply,
      Finset.sum_congr rfl (fun g _ => fixed g), Finset.sum_const, Finset.card_univ,
      ← Nat.cast_smul_eq_nsmul ℂ, smul_smul, one_div, inv_mul_cancel₀ hcard, one_smul]
```

`LinearMap.IsProj` says what was shown for $P$: it sends every tensor into the subspace and fixes each tensor already there. The auxiliary statement `absorb` is $D(h)^{\otimes k}P=P$, and `Equiv.mulLeft h` is the relabelling $g\mapsto hg$. The two bullets prove the two halves. In the second, `fixed` replaces each term by $T$, and the remaining factor $|G|^{-1}|G|$ is cancelled.

## The dimension formula

```lean
/-- The number of independent constants of a rank-`k` tensor invariant under a finite group
is the group average of the `k`-th power of the character. -/
theorem finrank_invariantTensors [Fintype G] (D : G →* Matrix n n ℂ) (k : ℕ) :
    (Module.finrank ℂ (invariantTensors D k) : ℂ)
      = (1 / (Fintype.card G : ℂ)) * ∑ g, (D g).trace ^ k := by
  -- the trace of a projection is the dimension of its range
  have h := (tensorAverage_isProj D k).trace
  rw [LinearMap.trace_eq_matrix_trace ℂ (Pi.basisFun ℂ (Fin k → n)),
    LinearMap.toMatrix_eq_toMatrix', LinearMap.toMatrix'_toLin'] at h
  rw [← h, tensorAverage, Matrix.trace_smul, Matrix.trace_sum, smul_eq_mul]
  simp_rw [trace_tensorPower]
```

`Module.finrank` is the dimension, a natural number. It is read as a complex number here because the right-hand side is one, so the theorem also says that the character average is a non-negative integer. Mathlib supplies the fact that the trace of a projection is the dimension of its range. The next rewriting passes from the trace of the linear map to that of its matrix, after which linearity and `trace_tensorPower` finish the calculation.

The theorem counts complex tensors, whereas material constants such as Seebeck coefficients are real. The step between them is elementary: for real matrices $D(g)$, invariance is a system of linear equations with real coefficients, and such a system has the same number of independent solutions over the real and the complex numbers.

The count is for tensors with no symmetry among their own indices. An elastic tensor, which is unchanged by certain exchanges of indices, has fewer constants than the formula gives for $k=4$ in three dimensions. Axial tensors, which take an extra sign under improper operations, obey a different transformation law. Within these limits, the formula gives the number of independent values that the point group alone leaves for a first-principles calculation of a response tensor to determine. Time-reversal symmetry can reduce that number further: in a non-magnetic crystal, for example, it makes the static conductivity tensor symmetric.

## Inversion and odd rank

If some element is represented by $-1$, it multiplies a tensor of rank $k$ by $(-1)^k$. For odd $k$, invariance then reads $T=-T$, so $T=0$.

```lean
/-- If some group element is represented by the inversion `-1`, then every invariant tensor
of odd rank vanishes. -/
theorem invariantTensors_eq_bot_of_inversion (D : G →* Matrix n n ℂ) {k : ℕ} (hk : Odd k)
    (g : G) (hg : D g = -1) : invariantTensors D k = ⊥ := by
  -- inversion contributes one sign for each index
  have key : tensorPower (-1 : Matrix n n ℂ) k = -tensorPower 1 k := by
    ext i j
    simp only [tensorPower, Matrix.of_apply, Matrix.neg_apply]
    rw [Finset.prod_congr rfl
        (fun a _ => neg_eq_neg_one_mul ((1 : Matrix n n ℂ) (i a) (j a))),
      Finset.prod_mul_distrib, Finset.prod_const, Finset.card_univ, Fintype.card_fin,
      hk.neg_one_pow, neg_one_mul]
  rw [Submodule.eq_bot_iff]
  intro T hT
  have h1 : tensorPower (D 1) k *ᵥ T = T := hT 1
  have h2 : tensorPower (D g) k *ᵥ T = T := hT g
  rw [map_one] at h1
  rw [hg, key, Matrix.neg_mulVec, h1] at h2
  funext i
  have h3 : -T i = T i := congrFun h2 i
  change T i = 0
  linear_combination (-1 / 2 : ℂ) * h3
```

The symbol `⊥` is the subspace that contains only zero. There is no `Fintype G` here, so the statement holds for infinite groups as well. In the proof, `key` collects one sign from each index and gives $(-1)^{\otimes k}=-1^{\otimes k}$. Invariance under the identity element supplies $1^{\otimes k}T=T$, and the last lines solve $-T_i=T_i$ for each component. For polar tensors this is the familiar selection rule that forbids, for example, a piezoelectric response in a crystal with an inversion centre.

## A twofold axis at every rank

```lean
/-- The two-element group `{1, -1}` acting on three-dimensional space, with `-1` acting as
the half-turn about the third axis. -/
def twofoldAxis : ℤˣ →* Matrix (Fin 3) (Fin 3) ℂ where
  toFun u := Matrix.diagonal ![((u : ℤ) : ℂ), ((u : ℤ) : ℂ), 1]
  map_one' := by
    ext i j
    fin_cases i <;> fin_cases j <;> simp
  map_mul' u v := by
    ext i j
    fin_cases i <;> fin_cases j <;> simp
```

The group `ℤˣ` consists of the integers with an integer inverse, $1$ and $-1$. The group element $-1$ is not spatial inversion here: it is represented by the half-turn $\operatorname{diag}(-1,-1,1)$, and the preceding theorem doesn't apply to it. The homomorphism laws are checked entry by entry.

```lean
/-- A rank-`k` tensor in three dimensions that is invariant under a twofold axis has
`(3 ^ k + (-1) ^ k) / 2` independent constants. -/
theorem finrank_invariantTensors_twofoldAxis (k : ℕ) :
    (Module.finrank ℂ (invariantTensors twofoldAxis k) : ℂ) = (3 ^ k + (-1) ^ k) / 2 := by
  have h1 : (twofoldAxis 1).trace = 3 := by
    rw [map_one, Matrix.trace_one, Fintype.card_fin]
    norm_num
  have h2 : (twofoldAxis (-1)).trace = -1 := by
    change (Matrix.diagonal ![(((-1 : ℤˣ) : ℤ) : ℂ), (((-1 : ℤˣ) : ℤ) : ℂ), 1]).trace = -1
    rw [Matrix.trace_diagonal, Fin.sum_univ_three]
    -- the three diagonal entries of the half-turn
    change (((-1 : ℤˣ) : ℤ) : ℂ) + (((-1 : ℤˣ) : ℤ) : ℂ) + 1 = -1
    norm_num
  have hc : Fintype.card ℤˣ = 2 := rfl
  have hu : (Finset.univ : Finset ℤˣ) = {1, -1} := rfl
  rw [finrank_invariantTensors, hc, hu, Finset.sum_pair (by decide), h1, h2]
  push_cast
  ring

end

end TensorConstants
```

The characters are $3$ for the identity (`h1`) and $-1$ for the half-turn (`h2`). After `hc` and `hu` have spelled out the group, the general formula becomes

$$\dim V_k=\frac{3^k+(-1)^k}{2}.$$

For $k=1$ this is $1$: a polar vector, such as a spontaneous polarisation, must lie along the axis. For $k=2$ it is $5$. Here the components don't mix, and counting survivors does work: the half-turn gives one sign for each index $x$ or $y$, which leaves $xx$, $xy$, $yx$, $yy$ and $zz$.

```lean
#print axioms TensorConstants.tensorPower_mulVec_product
#print axioms TensorConstants.finrank_invariantTensors
#print axioms TensorConstants.invariantTensors_eq_bot_of_inversion
#print axioms TensorConstants.finrank_invariantTensors_twofoldAxis
```

```
'TensorConstants.tensorPower_mulVec_product' depends on axioms: [propext, Classical.choice, Quot.sound]
'TensorConstants.finrank_invariantTensors' depends on axioms: [propext, Classical.choice, Quot.sound]
'TensorConstants.invariantTensors_eq_bot_of_inversion' depends on axioms: [propext, Classical.choice, Quot.sound]
'TensorConstants.finrank_invariantTensors_twofoldAxis' depends on axioms: [propext, Classical.choice, Quot.sound]
```
